# A classical Heisenberg cluster with equal couplings between all pairs conserves its total spin and all scalar and triple products of its spins

Three magnetic moments sit at the corners of an equilateral triangle, and each pair is coupled by the same exchange constant. Treated as classical vectors $s_0,s_1,s_2$ in $\mathbb R^3$, each moment precesses in the field of the other two, while those two are themselves moving. How much of the initial arrangement survives?

All of its internal geometry does. The total spin

$$S=s_0+s_1+s_2,$$

the scalar products $s_i\cdot s_j$ and the triple product $s_0\cdot(s_1\times s_2)$, also called the scalar chirality, are constant in time. The same argument works for any finite number of spins, provided that every pair has the same coupling, and it leads to an explicit solution: the whole arrangement turns rigidly about $S$.

In Lean 4 with Mathlib:

```lean
import Mathlib

open Matrix

namespace ClassicalHeisenbergCluster

noncomputable section
```

## Spins precessing in a common field

A spin at one instant is a real vector with components numbered 0, 1, 2. Its length is not fixed in advance, so moments of different size are allowed.

```lean
/-- Classical spin vectors in three-dimensional space. -/
abbrev Vec3 := Fin 3 → ℝ
```

A moving spin is a function $a(t)$ of real time. In a field $B(t)$ it obeys

$$a'(t)=J\,a(t)\times B(t).$$

The real constant $J$ stands for the exchange strength, in units that make $JB$ an angular frequency. With the usual spin Poisson brackets, this sign belongs to the energy $-J\sum_{i<j}s_i\cdot s_j$, so positive $J$ is ferromagnetic. The equation of motion is the starting point here and is not derived from that energy. The predicate `Precesses J B a` says that the derivative exists and has this value at every time, past and future; it asks nothing of $B$, not even continuity.

```lean
/-- The spin `a` precesses in the time-dependent field `B` with coupling `J`: `a' = J a × B`. -/
def Precesses (J : ℝ) (B a : ℝ → Vec3) : Prop :=
  ∀ t, HasDerivAt a (J • (a t ⨯₃ B t)) t
```

The spins are labelled by a finite type `ι`; the trimer is `ι = Fin 3`. The total spin is the sum over all labels.

```lean
variable {ι : Type*} [Fintype ι]

/-- The total spin of the cluster at time `t`. -/
def totalSpin (s : ι → ℝ → Vec3) (t : ℝ) : Vec3 := ∑ i, s i t
```

A motion of the cluster is a family of curves satisfying

$$s_i'=J\,s_i\times S\qquad\text{for every } i.$$

This covers isotropic exchange of equal strength between all pairs. Unequal bonds, anisotropy, applied fields, damping and thermal noise are absent. An equilateral triangle has three equal bonds by symmetry, but a square with only nearest-neighbour exchange is already not of this type.

```lean
/-- Equations of motion of the cluster: every spin precesses in the total spin. -/
def IsHeisenbergMotion (J : ℝ) (s : ι → ℝ → Vec3) : Prop :=
  ∀ i, Precesses J (totalSpin s) (s i)
```

The solution will need a formula for turning a vector $a$ about a unit vector $u$. The part $(u\cdot a)u$ along the axis stays put, and the perpendicular part rotates in its plane:

$$R_\varphi a=\cos\varphi\;a+\sin\varphi\;(a\times u)+(1-\cos\varphi)(u\cdot a)\,u .$$

The sense is that of $a'=a\times u$: for positive $\varphi$ the vector turns clockwise when viewed from the tip of $u$. In the code $R_\varphi a$ is `precess u φ a`.

```lean
/-- The vector `a` turned about the unit vector `u` by the angle `φ`, in the sense of
the precession `a' = a × u`. -/
def precess (u : Vec3) (φ : ℝ) (a : Vec3) : Vec3 :=
  Real.cos φ • a + Real.sin φ • (a ⨯₃ u) + ((1 - Real.cos φ) * (u ⬝ᵥ a)) • u
```

Physically, a spin feels the field of the others, whereas the equation of motion contains the total spin. The two torques agree because $s_i\times s_i=0$:

$$s_i\times\sum_{j\ne i}s_j=s_i\times\Big(\sum_{j\neq i}s_j+s_i\Big)=s_i\times S .$$

The proof splits the term $i$ off the full sum and removes its cross product with itself.

```lean
/-- The torque on a spin from all the other spins equals the torque from the total spin. -/
theorem torque_eq_total [DecidableEq ι] (v : ι → Vec3) (i : ι) :
    v i ⨯₃ (∑ j ∈ Finset.univ.erase i, v j) = v i ⨯₃ (∑ j, v j) := by
  rw [← Finset.add_sum_erase Finset.univ v (Finset.mem_univ i), map_add, cross_self, zero_add]
```

## Scalar and triple products

Replacing the individual fields by $S$ puts all spins in one common field. For differentiation it is convenient to have the precession equation in components:

$$a_0'=J(a_1B_2-a_2B_1),\quad a_1'=J(a_2B_0-a_0B_2),\quad a_2'=J(a_0B_1-a_1B_0).$$

```lean
/-- The precession equation written in Cartesian components. -/
theorem Precesses.components {J : ℝ} {B a : ℝ → Vec3} (h : Precesses J B a) (t : ℝ) :
    HasDerivAt (fun x => a x 0) (J * (a t 1 * B t 2 - a t 2 * B t 1)) t ∧
    HasDerivAt (fun x => a x 1) (J * (a t 2 * B t 0 - a t 0 * B t 2)) t ∧
    HasDerivAt (fun x => a x 2) (J * (a t 0 * B t 1 - a t 1 * B t 0)) t := by
  have h' := hasDerivAt_pi.1 (h t)
  refine ⟨(h' 0).congr_deriv ?_, (h' 1).congr_deriv ?_, (h' 2).congr_deriv ?_⟩ <;>
    simp [cross_apply]
```

Let $a$ and $b$ precess in the same field $B(t)$. The product rule gives

$$(a\cdot b)'=J\,\big[b\cdot(a\times B)+a\cdot(b\times B)\big]=0,$$

since exchanging $a$ and $b$ in a triple product changes its sign. A function whose derivative vanishes everywhere is constant. In the code, the product rule is applied to the three component products, `ring` confirms the cancellation, and `is_const_of_deriv_eq_zero` draws the conclusion.

```lean
/-- Two spins precessing in the same field keep their scalar product. -/
theorem Precesses.dot_const {J : ℝ} {B a b : ℝ → Vec3} (ha : Precesses J B a)
    (hb : Precesses J B b) (t t' : ℝ) : a t ⬝ᵥ b t = a t' ⬝ᵥ b t' := by
  have key : ∀ x, HasDerivAt (fun y => a y ⬝ᵥ b y) 0 x := by
    intro x
    obtain ⟨a0, a1, a2⟩ := ha.components x
    obtain ⟨b0, b1, b2⟩ := hb.components x
    simp only [dotProduct, Fin.sum_univ_three]
    exact (((a0.fun_mul b0).fun_add (a1.fun_mul b1)).fun_add (a2.fun_mul b2)).congr_deriv
      (by ring)
  exact is_const_of_deriv_eq_zero (fun x => (key x).differentiableAt)
    (fun x => (key x).deriv) t t'
```

For three spins $a,b,c$ in the same field, the derivative of $a\cdot(b\times c)$ has three terms. After cyclic rearrangement, the identity $(p\times q)\cdot(r\times w)=(p\cdot r)(q\cdot w)-(p\cdot w)(q\cdot r)$ turns them into

$$\begin{aligned}
(a\times B)\cdot(b\times c)&=(a\cdot b)(B\cdot c)-(a\cdot c)(B\cdot b),\\
(b\times B)\cdot(c\times a)&=(b\cdot c)(B\cdot a)-(b\cdot a)(B\cdot c),\\
(c\times B)\cdot(a\times b)&=(c\cdot a)(B\cdot b)-(c\cdot b)(B\cdot a).
\end{aligned}$$

The right-hand sides cancel in pairs, so the triple product is constant. The code takes the component route again: `expand` writes out the triple product, and `ring` verifies that its derivative is zero.

```lean
/-- Three spins precessing in the same field keep their triple product. -/
theorem Precesses.triple_const {J : ℝ} {B a b c : ℝ → Vec3} (ha : Precesses J B a)
    (hb : Precesses J B b) (hc : Precesses J B c) (t t' : ℝ) :
    a t ⬝ᵥ (b t ⨯₃ c t) = a t' ⬝ᵥ (b t' ⨯₃ c t') := by
  have expand : ∀ p q r : Vec3, p ⬝ᵥ (q ⨯₃ r) = p 0 * (q 1 * r 2 - q 2 * r 1)
      + p 1 * (q 2 * r 0 - q 0 * r 2) + p 2 * (q 0 * r 1 - q 1 * r 0) := by
    intro p q r
    simp [cross_apply, dotProduct, Fin.sum_univ_three]
  have key : ∀ x, HasDerivAt (fun y => a y ⬝ᵥ (b y ⨯₃ c y)) 0 x := by
    intro x
    obtain ⟨a0, a1, a2⟩ := ha.components x
    obtain ⟨b0, b1, b2⟩ := hb.components x
    obtain ⟨c0, c1, c2⟩ := hc.components x
    simp only [expand]
    exact (((a0.fun_mul ((b1.fun_mul c2).fun_sub (b2.fun_mul c1))).fun_add
      (a1.fun_mul ((b2.fun_mul c0).fun_sub (b0.fun_mul c2)))).fun_add
      (a2.fun_mul ((b0.fun_mul c1).fun_sub (b1.fun_mul c0)))).congr_deriv (by ring)
  exact is_const_of_deriv_eq_zero (fun x => (key x).differentiableAt)
    (fun x => (key x).deriv) t t'
```

## The total spin and the conservation theorem

Neither cancellation required $B$ to be constant, so both apply with $B=S(t)$ before anything is known about $S$. The total spin itself follows by adding the equations of motion:

$$S'=\sum_i J\,s_i\times S=J\Big(\sum_i s_i\Big)\times S=J\,S\times S=0 .$$

The theorem compares two arbitrary times `t` and `t'`. It states that the total spin, every $s_i\cdot s_j$ and every $s_i\cdot(s_j\times s_k)$ have the same value at both. The labels may coincide, and $i=j$ gives the conservation of each spin's length. In the proof, the two product statements come directly from the preceding lemmas, while `key` carries out the sum above.

```lean
/-- Along every motion of the cluster the total spin, all scalar products and all triple
products of the spins are constant in time. -/
theorem heisenberg_conservation {J : ℝ} {s : ι → ℝ → Vec3} (h : IsHeisenbergMotion J s)
    (t t' : ℝ) :
    totalSpin s t = totalSpin s t' ∧
    (∀ i j, s i t ⬝ᵥ s j t = s i t' ⬝ᵥ s j t') ∧
    (∀ i j k, s i t ⬝ᵥ (s j t ⨯₃ s k t) = s i t' ⬝ᵥ (s j t' ⨯₃ s k t')) := by
  refine ⟨?_, fun i j => (h i).dot_const (h j) t t',
    fun i j k => (h i).triple_const (h j) (h k) t t'⟩
  -- the torques add up to `J S × S = 0`
  have key : ∀ x, HasDerivAt (totalSpin s) 0 x := by
    intro x
    have hsum : ∀ w : Vec3, ∑ i, (s i x ⨯₃ w) = (∑ i, s i x) ⨯₃ w := by
      intro w
      simp only [map_sum, LinearMap.sum_apply]
    have hd : HasDerivAt (fun y => ∑ i, s i y) (∑ i, J • (s i x ⨯₃ totalSpin s x)) x :=
      HasDerivAt.fun_sum (fun i _ => h i x)
    refine hd.congr_deriv ?_
    rw [← Finset.smul_sum, hsum]
    change J • (totalSpin s x ⨯₃ totalSpin s x) = 0
    rw [cross_self, smul_zero]
  exact is_const_of_deriv_eq_zero (fun x => (key x).differentiableAt)
    (fun x => (key x).deriv) t t'
```

## The motion solved explicitly

With $S$ constant, each spin precesses in a fixed field, and its trajectory can be written down. To know that the formula gives the only trajectory, let $a$ and $b$ precess in the same field with $a(0)=b(0)$. Their difference $d=a-b$ satisfies

$$d'=J\,a\times B-J\,b\times B=J\,d\times B,$$

so $d$ precesses too and keeps its squared length $d\cdot d$. That length is zero at time zero, hence always, and $a=b$. The conservation law for scalar products thus does the work of a general uniqueness theorem for differential equations.

```lean
/-- Two spins that precess in the same field and agree at time zero agree at all times. -/
theorem Precesses.unique {J : ℝ} {B a b : ℝ → Vec3} (ha : Precesses J B a)
    (hb : Precesses J B b) (h0 : a 0 = b 0) (t : ℝ) : a t = b t := by
  -- the difference precesses too, so its length stays zero
  have hd : Precesses J B (fun x => a x - b x) := fun x =>
    ((ha x).fun_sub (hb x)).congr_deriv (by simp only [map_sub, LinearMap.sub_apply, smul_sub])
  have h := hd.dot_const hd t 0
  simp only [h0, sub_self, dotProduct_zero] at h
  exact sub_eq_zero.1 (dotProduct_self_eq_zero.1 h)
```

Now take the constant field $B=m\,u$ with $u\cdot u=1$ and set $\varphi=Jmt$. Differentiating the rotation formula gives

$$\frac{d}{dt}R_\varphi a=Jm\big[-\sin\varphi\;a+\cos\varphi\;(a\times u)+\sin\varphi\,(u\cdot a)\,u\big].$$

The other side of the precession equation is

$$J\,(R_\varphi a)\times(m u)=Jm\big[\cos\varphi\;(a\times u)+\sin\varphi\;(a\times u)\times u\big],$$

and the two agree because $(a\times u)\times u=(u\cdot a)u-a$ for a unit vector $u$. That identity is `hdouble`, checked component by component with the normalisation of $u$. The derivative is assembled in `h`, and `module` matches the vector coefficients.

```lean
/-- Turning a spin about the unit vector `u` by the angle `J m t` solves the precession
equation in the constant field `m u`. -/
theorem precess_solves (J m : ℝ) (u a : Vec3) (hu : u ⬝ᵥ u = 1) :
    Precesses J (fun _ => m • u) (fun t => precess u (J * m * t) a) := by
  intro t
  have hu' : u 0 * u 0 + u 1 * u 1 + u 2 * u 2 = 1 := by
    simpa only [dotProduct, Fin.sum_univ_three] using hu
  have hdouble : (a ⨯₃ u) ⨯₃ u = (u ⬝ᵥ a) • u - a := by
    ext k
    fin_cases k <;> simp [cross_apply, dotProduct, Fin.sum_univ_three]
    · linear_combination (-a 0) * hu'
    · linear_combination (-a 1) * hu'
    · linear_combination (-a 2) * hu'
  have hφ : HasDerivAt (fun x : ℝ => J * m * x) (J * m) t := by
    simpa using (hasDerivAt_id t).const_mul (J * m)
  have h := ((hφ.cos.smul_const a).fun_add (hφ.sin.smul_const (a ⨯₃ u))).fun_add
    (((hφ.cos.const_sub 1).mul_const (u ⬝ᵥ a)).smul_const u)
  refine h.congr_deriv ?_
  simp only [precess, map_add, map_smul, LinearMap.add_apply, LinearMap.smul_apply,
    cross_self, hdouble]
  module
```

For the cluster, the field must be the total spin of the rotated spins themselves. If the initial spins $a_i$ add up to $m\,u$, then by linearity

$$\sum_i R_\varphi a_i=\cos\varphi\;m u+\sin\varphi\;m\,(u\times u)+(1-\cos\varphi)\,m\,u=m\,u .$$

The rotated spins therefore generate exactly the constant field in which they were assumed to turn. This is `hS` in the proof, and the previous result then applies to each spin.

```lean
/-- For initial spins with sum `m u`, turning all of them about `u` by the angle `J m t`
is a motion of the cluster. -/
theorem rigid_precession_isMotion (J m : ℝ) (u : Vec3) (a : ι → Vec3) (hu : u ⬝ᵥ u = 1)
    (ha : ∑ i, a i = m • u) :
    IsHeisenbergMotion J (fun i t => precess u (J * m * t) (a i)) := by
  -- the total spin lies on the axis and does not move
  have hS : totalSpin (fun i t => precess u (J * m * t) (a i)) = fun _ => m • u := by
    funext t
    have e1 : ∑ i, (a i ⨯₃ u) = (∑ i, a i) ⨯₃ u := by
      simp only [map_sum, LinearMap.sum_apply]
    have e2 : ∑ i, (u ⬝ᵥ a i) = u ⬝ᵥ (∑ i, a i) := (dotProduct_sum _ _ _).symm
    simp only [totalSpin, precess, Finset.sum_add_distrib, ← Finset.smul_sum,
      ← Finset.sum_smul, ← Finset.mul_sum]
    rw [e1, e2, ha]
    simp only [map_smul, LinearMap.smul_apply, cross_self, dotProduct_smul, hu, smul_eq_mul]
    module
  intro i
  rw [hS]
  exact precess_solves J m u (a i) hu
```

Conversely, let any motion have $S(0)=m\,u$. Conservation gives $S(t)=m\,u$ at all times, so each $s_i$ precesses in this constant field. The rotated initial spin $R_{Jmt}\,s_i(0)$ does the same and starts from the same vector, since $R_0a=a$. By uniqueness,

$$s_i(t)=R_{Jmt}\,s_i(0).$$

Every initial total spin has the form $m\,u$: take $m=|S(0)|$ and $u$ along $S(0)$, or, if $S(0)=0$, take $m=0$ and any unit vector $u$. The common angular frequency is then $|J|\,|S|$.

```lean
/-- If the total spin at time zero is `m u` with `u` a unit vector, then in every motion of
the cluster each spin turns about `u` by the angle `J m t`. -/
theorem motion_eq_rigid_precession {J m : ℝ} {u : Vec3} {s : ι → ℝ → Vec3}
    (h : IsHeisenbergMotion J s) (hu : u ⬝ᵥ u = 1) (h0 : totalSpin s 0 = m • u)
    (i : ι) (t : ℝ) : s i t = precess u (J * m * t) (s i 0) := by
  have hS : totalSpin s = fun _ => m • u :=
    funext fun x => ((heisenberg_conservation h x 0).1).trans h0
  have hi := h i
  rw [hS] at hi
  exact hi.unique (precess_solves J m u (s i 0) hu) (by simp [precess]) t
```

Two special cases show the formula at its limits. A single spin is its own total spin, so $s\times S=0$ and it stands still; the formula agrees, because a vector along the axis is unchanged by the rotation. When $S=0$, the angle $Jmt$ vanishes and every spin is at rest, as in a trimer of equal-length spins at $120^\circ$ to one another.

For spin-dynamics simulations, the formula supplies an exact trajectory against which a time integrator can be compared, for finite, undamped clusters with equal couplings. Drift in the conserved quantities reveals numerical error, but an error in the common precession angle alone leaves them all unchanged and shows up only in the comparison with the trajectory.

## A trimer with nonzero chirality

A concrete arrangement shows that the conserved triple product can be nonzero. Take

$$a_0=(1,0,1),\qquad a_1=(0,1,1),\qquad a_2=(-1,-1,1).$$

```lean
/-- The three initial spins `(1, 0, 1)`, `(0, 1, 1)` and `(-1, -1, 1)` of a trimer. -/
def chiralTrimer : Fin 3 → Vec3 := ![![1, 0, 1], ![0, 1, 1], ![-1, -1, 1]]
```

Their sum is $(0,0,3)$, so $m=3$ and $u$ is the unit vector along $z$. With $a_1\times a_2=(2,-1,1)$, the triple product is

$$a_0\cdot(a_1\times a_2)=2+0+1=3 .$$

The vectors have lengths $\sqrt2,\sqrt2,\sqrt3$; for the corresponding unit vectors the triple product is $3/(2\sqrt3)=\sqrt3/2\approx0.866$. The first spin moves as

$$s_0(t)=(\cos 3Jt,\,-\sin 3Jt,\,1),$$

and the other two turn about the $z$ axis at the same rate. The code obtains the motion from the rigid-rotation theorem by checking the unit axis and the sum, and evaluates the triple product directly.

```lean
/-- The chiral trimer turning about the z axis by the angle `3 J t` is a motion of the
cluster, and its initial triple product is 3. -/
theorem chiralTrimer_witness (J : ℝ) :
    IsHeisenbergMotion J (fun i t => precess ![0, 0, 1] (J * 3 * t) (chiralTrimer i)) ∧
    chiralTrimer 0 ⬝ᵥ (chiralTrimer 1 ⨯₃ chiralTrimer 2) = 3 := by
  have h0 : chiralTrimer 0 = ![1, 0, 1] := rfl
  have h1 : chiralTrimer 1 = ![0, 1, 1] := rfl
  have h2 : chiralTrimer 2 = ![-1, -1, 1] := rfl
  constructor
  · apply rigid_precession_isMotion
    · simp [dotProduct, Fin.sum_univ_three]
    · rw [Fin.sum_univ_three, h0, h1, h2]
      ext k
      fin_cases k <;> simp
      norm_num
  · rw [h0, h1, h2]
    simp [cross_apply, dotProduct, Fin.sum_univ_three]
    norm_num

end

end ClassicalHeisenbergCluster
```

```lean
#print axioms ClassicalHeisenbergCluster.torque_eq_total
-- 'ClassicalHeisenbergCluster.torque_eq_total' depends on axioms: [propext, Classical.choice, Quot.sound]
#print axioms ClassicalHeisenbergCluster.heisenberg_conservation
-- 'ClassicalHeisenbergCluster.heisenberg_conservation' depends on axioms: [propext, Classical.choice, Quot.sound]
#print axioms ClassicalHeisenbergCluster.motion_eq_rigid_precession
-- 'ClassicalHeisenbergCluster.motion_eq_rigid_precession' depends on axioms: [propext, Classical.choice, Quot.sound]
```
